# For a finite unitary U and an orthogonal projection P, the truncation A = PUP satisfies AA† = P exactly when U commutes with P

Let \(U\) be a finite complex unitary matrix, taken as a model of the infinite matrix that re-expands the regular partial waves \(j_\ell(kr)Y_{\ell m}\) about one centre in those about another. Here \(j_\ell\) is a spherical Bessel function, the wave number \(k\) is real and nonzero, and the spherical harmonics \(Y_{\ell m}\) are orthonormal. Let \(P\) be the orthogonal projection onto the waves I keep, so \(P^\dagger=P=P^2\), and let \(A=PUP\) be the truncated translation matrix. A dagger denotes the conjugate transpose.

I expect truncation to lose weight and never create it, so \(P-AA^\dagger\) should be positive semidefinite. I also expect it to vanish only when \(U\) mixes no retained wave with a discarded one, that is, when \(UP=PU\). Can this be made rigorous and checked by machine? The second claim puzzles me, because \(AA^\dagger\) seems to see only one of the two off-diagonal blocks of \(U\).

## The defect measures the leakage, and the trace controls the other block

Both claims are true. Write \(D=P-AA^\dagger\) for the unitarity defect and \(L=PU(1-P)\) for the block that carries discarded waves into retained ones. Since \(P^2=P\) and \(UU^\dagger=1\),

\[
AA^\dagger=PUPU^\dagger P,\qquad P=PUU^\dagger P .
\]

Subtracting, and using \((1-P)^2=1-P=(1-P)^\dagger\), gives

\[
D=PU(1-P)U^\dagger P=PU(1-P)\,(1-P)U^\dagger P=LL^\dagger .
\]

For every vector \(x\), \(x^\dagger Dx=\|L^\dagger x\|^2\ge 0\), so \(D\) is positive semidefinite.

Now suppose \(D=0\). Then \(0=\operatorname{tr}LL^\dagger=\sum_{ij}|L_{ij}|^2\), so \(L=0\), which says \(PU=PUP\). This is the block that you can see directly.

For the other block, apply the same identity to \(U^\dagger\), which is also unitary. Its truncation is \(PU^\dagger P=A^\dagger\), so its defect is

\[
D'=P-A^\dagger A=L'L'^\dagger,\qquad L'=PU^\dagger(1-P).
\]

Cyclicity of the trace gives

\[
\operatorname{tr}D'=\operatorname{tr}P-\operatorname{tr}A^\dagger A=\operatorname{tr}P-\operatorname{tr}AA^\dagger=\operatorname{tr}D=0 ,
\]

and therefore \(L'=0\). Its adjoint reads \((1-P)UP=0\), or \(UP=PUP\). The two results together give \(UP=PUP=PU\).

Conversely, if \(UP=PU\), then \(L=UP(1-P)=0\) and \(D=LL^\dagger=0\).

## Composing two truncated translations

The same block governs successive translations. For any square matrix \(V\) of the same size,

\[
P(UV)P-(PUP)(PVP)=PUVP-PUPVP=PU(1-P)VP=L\,VP .
\]

The error is the sum over discarded intermediate waves. If \(U\) commutes with \(P\), then \(L=0\) and the error vanishes for every \(V\). If instead the error vanishes for every unitary \(V\), choose \(V=U^\dagger\): the composition law becomes \(P=AA^\dagger\), so \(D=0\) and \(U\) commutes with \(P\). The quantifier over \(V\) matters, since for \(V=1\) the law holds whatever \(U\) is.

## Two waves with numbers

Keep the first of two waves and take

\[
U=\begin{pmatrix}0.8&-0.6\\0.6&0.8\end{pmatrix},\qquad
P=\begin{pmatrix}1&0\\0&0\end{pmatrix}.
\]

Then \(A=\operatorname{diag}(0.8,0)\), \(AA^\dagger=\operatorname{diag}(0.64,0)\) and \(D=\operatorname{diag}(0.36,0)\). The only nonzero entry of \(L\) is \(-0.6\), and its square is the missing 0.36. Translating forth and back should give 1 in the retained wave, but the truncated matrices give 0.64.

## The Lean file

```lean
import Mathlib

open Matrix
open scoped ComplexOrder

namespace TruncatedTranslation

variable {n : Type*} [Fintype n] [DecidableEq n]

/-- An orthogonal projection onto the retained partial waves: a Hermitian idempotent matrix. -/
structure IsOrthProj (P : Matrix n n ℂ) : Prop where
  herm : Pᴴ = P
  idem : P * P = P

/-- The translation matrix `U` truncated to the retained waves, `A = P U P`. -/
def truncated (P U : Matrix n n ℂ) : Matrix n n ℂ := P * U * P

/-- The unitarity defect `P - A Aᴴ` of the truncated translation matrix `A = P U P`. -/
def unitarityDefect (P U : Matrix n n ℂ) : Matrix n n ℂ :=
  P - truncated P U * (truncated P U)ᴴ

/-- The block `P U (1 - P)` of `U` that carries discarded waves into retained ones. -/
def leak (P U : Matrix n n ℂ) : Matrix n n ℂ := P * U * (1 - P)

/-- The adjoint of a unitary translation matrix is unitary. -/
theorem adjoint_mem_unitaryGroup {U : Matrix n n ℂ} (hU : U ∈ Matrix.unitaryGroup n ℂ) :
    Uᴴ ∈ Matrix.unitaryGroup n ℂ := by
  rw [Matrix.mem_unitaryGroup_iff, star_eq_conjTranspose, conjTranspose_conjTranspose]
  exact Matrix.mem_unitaryGroup_iff'.mp hU

/-- For a unitary `U` and an orthogonal projection `P`, the unitarity defect is the leakage block
times its adjoint. -/
theorem unitarityDefect_eq_leak {P U : Matrix n n ℂ} (hP : IsOrthProj P)
    (hU : U ∈ Matrix.unitaryGroup n ℂ) :
    unitarityDefect P U = leak P U * (leak P U)ᴴ := by
  have hU' : U * Uᴴ = 1 := Matrix.mem_unitaryGroup_iff.mp hU
  have hq : (1 - P) * (1 - P) = 1 - P := by
    simp [sub_mul, mul_sub, hP.idem]
  simp only [unitarityDefect, truncated, leak, conjTranspose_mul, conjTranspose_sub,
    conjTranspose_one, hP.herm]
  calc P - P * U * P * (P * (Uᴴ * P))
      = P - P * U * (P * P) * Uᴴ * P := by simp only [mul_assoc]
    -- unitarity inserts the full set of intermediate waves
    _ = P * (U * Uᴴ) * P - P * U * P * Uᴴ * P := by rw [hU', mul_one, hP.idem]
    _ = P * U * (1 - P) * Uᴴ * P := by noncomm_ring
    _ = P * U * ((1 - P) * (1 - P)) * Uᴴ * P := by rw [hq]
    _ = P * U * (1 - P) * ((1 - P) * (Uᴴ * P)) := by simp only [mul_assoc]

omit [DecidableEq n] in
/-- The defects of a translation and of its adjoint have the same trace. -/
theorem trace_unitarityDefect_adjoint {P : Matrix n n ℂ} (hP : IsOrthProj P)
    (U : Matrix n n ℂ) :
    (unitarityDefect P Uᴴ).trace = (unitarityDefect P U).trace := by
  have h : truncated P Uᴴ = (truncated P U)ᴴ := by
    simp only [truncated, conjTranspose_mul, hP.herm, mul_assoc]
  rw [unitarityDefect, unitarityDefect, h, conjTranspose_conjTranspose, trace_sub, trace_sub,
    Matrix.trace_mul_comm]

/-- For a unitary translation matrix `U` and `A = P U P`, the defect `P - A Aᴴ` is positive
semidefinite, and it vanishes if and only if `U` commutes with the projection `P`. -/
theorem unitarityDefect_posSemidef_and_eq_zero_iff {P U : Matrix n n ℂ} (hP : IsOrthProj P)
    (hU : U ∈ Matrix.unitaryGroup n ℂ) :
    (unitarityDefect P U).PosSemidef ∧ (unitarityDefect P U = 0 ↔ U * P = P * U) := by
  have hUs : Uᴴ ∈ Matrix.unitaryGroup n ℂ := adjoint_mem_unitaryGroup hU
  refine ⟨?_, ?_, ?_⟩
  · rw [unitarityDefect_eq_leak hP hU]
    exact Matrix.posSemidef_self_mul_conjTranspose _
  · intro h
    -- both off-diagonal blocks have zero Hilbert-Schmidt norm
    have t1 : (unitarityDefect P U).trace = 0 := by rw [h, trace_zero]
    have t2 : (unitarityDefect P Uᴴ).trace = 0 := by
      rw [trace_unitarityDefect_adjoint hP, t1]
    rw [unitarityDefect_eq_leak hP hU] at t1
    rw [unitarityDefect_eq_leak hP hUs] at t2
    have l1 : leak P U = 0 := Matrix.trace_mul_conjTranspose_self_eq_zero_iff.mp t1
    have l2 : leak P Uᴴ = 0 := Matrix.trace_mul_conjTranspose_self_eq_zero_iff.mp t2
    have l3 := congrArg conjTranspose l2
    simp only [leak, conjTranspose_mul, conjTranspose_sub, conjTranspose_one,
      conjTranspose_conjTranspose, conjTranspose_zero, hP.herm] at l3
    rw [leak, mul_sub, mul_one, sub_eq_zero] at l1
    rw [sub_mul, one_mul, sub_eq_zero] at l3
    rw [l3, l1, mul_assoc]
  · intro h
    have l : leak P U = 0 := by
      rw [leak, ← h, mul_assoc, mul_sub, mul_one, hP.idem, sub_self, mul_zero]
    rw [unitarityDefect_eq_leak hP hU, l, zero_mul]

/-- The error made by composing two truncated translations is the sum over discarded
intermediate waves, `P U (1 - P) V P`. -/
theorem truncated_mul_sub {P : Matrix n n ℂ} (hP : IsOrthProj P) (U V : Matrix n n ℂ) :
    truncated P (U * V) - truncated P U * truncated P V = leak P U * (V * P) := by
  have h : truncated P U * truncated P V = P * U * P * V * P := by
    calc truncated P U * truncated P V = P * U * (P * P) * V * P := by
          simp only [truncated, mul_assoc]
      _ = P * U * P * V * P := by rw [hP.idem]
  rw [h, truncated, leak]
  noncomm_ring

/-- For a unitary `U`, truncation respects the composition of `U` with every unitary `V` if and only
if `U` commutes with the projection onto the retained waves. -/
theorem truncated_mul_forall_iff {P U : Matrix n n ℂ} (hP : IsOrthProj P)
    (hU : U ∈ Matrix.unitaryGroup n ℂ) :
    (∀ V ∈ Matrix.unitaryGroup n ℂ,
      truncated P (U * V) = truncated P U * truncated P V) ↔ U * P = P * U := by
  constructor
  · intro h
    -- test the composition law on the inverse translation
    have h1 := h Uᴴ (adjoint_mem_unitaryGroup hU)
    have hU' : U * Uᴴ = 1 := Matrix.mem_unitaryGroup_iff.mp hU
    have h2 : truncated P Uᴴ = (truncated P U)ᴴ := by
      simp only [truncated, conjTranspose_mul, hP.herm, mul_assoc]
    have h3 : truncated P (1 : Matrix n n ℂ) = P := by
      rw [truncated, mul_one, hP.idem]
    rw [hU', h2, h3] at h1
    exact (unitarityDefect_posSemidef_and_eq_zero_iff hP hU).2.mp (sub_eq_zero.mpr h1)
  · intro h V _
    have l : leak P U = 0 := by
      rw [leak, ← h, mul_assoc, mul_sub, mul_one, hP.idem, sub_self, mul_zero]
    have e := truncated_mul_sub hP U V
    rw [l, zero_mul] at e
    exact sub_eq_zero.mp e

/-- The projection onto the first of two waves. -/
def firstWave : Matrix (Fin 2) (Fin 2) ℂ := !![1, 0; 0, 0]

/-- A real matrix mixing two waves with amplitudes `c` and `s`. -/
def mixing (c s : ℝ) : Matrix (Fin 2) (Fin 2) ℂ := !![(c : ℂ), -(s : ℂ); (s : ℂ), (c : ℂ)]

/-- For `c² + s² = 1` the two-wave mixing matrix is unitary, `firstWave` is an orthogonal
projection, and the unitarity defect is `s²` in the retained wave. -/
theorem unitarityDefect_witness (c s : ℝ) (hcs : c ^ 2 + s ^ 2 = 1) :
    IsOrthProj firstWave ∧ mixing c s ∈ Matrix.unitaryGroup (Fin 2) ℂ ∧
      unitarityDefect firstWave (mixing c s) = !![(s : ℂ) ^ 2, 0; 0, 0] := by
  have h : (c : ℂ) ^ 2 + (s : ℂ) ^ 2 = 1 := by exact_mod_cast hcs
  refine ⟨⟨?_, ?_⟩, ?_, ?_⟩
  · ext i j
    fin_cases i <;> fin_cases j <;> simp [firstWave]
  · ext i j
    fin_cases i <;> fin_cases j <;> simp [firstWave, Matrix.mul_apply, Fin.sum_univ_succ]
  · rw [Matrix.mem_unitaryGroup_iff]
    ext i j
    fin_cases i <;> fin_cases j <;>
      simp [mixing, Matrix.mul_apply, Fin.sum_univ_succ, Matrix.star_apply] <;>
      first
        | linear_combination h
        | ring
  · have ht : truncated firstWave (mixing c s) = !![(c : ℂ), 0; 0, 0] := by
      ext i j
      fin_cases i <;> fin_cases j <;>
        simp [truncated, firstWave, mixing, Matrix.mul_apply, Fin.sum_univ_succ]
    have hct : (!![(c : ℂ), 0; 0, 0] : Matrix (Fin 2) (Fin 2) ℂ)ᴴ = !![(c : ℂ), 0; 0, 0] := by
      ext i j
      fin_cases i <;> fin_cases j <;> simp [Matrix.conjTranspose_apply]
    rw [unitarityDefect, ht, hct, firstWave, Matrix.mul_fin_two]
    ext i j
    fin_cases i <;> fin_cases j <;> simp
    linear_combination -h

end TruncatedTranslation
```

```lean
#print axioms TruncatedTranslation.truncated_mul_forall_iff
```

```
'TruncatedTranslation.truncated_mul_forall_iff' depends on axioms: [propext, Classical.choice, Quot.sound]
```

## How the Lean statements map to the physics

The finite type `n` labels the partial waves, for instance by \((\ell,m)\). The hypothesis `U ∈ Matrix.unitaryGroup n ℂ` says that the translation conserves the norm of the expansion coefficients, and `ᴴ` is the dagger. `IsOrthProj P` records that \(P\) is Hermitian and idempotent. It need not be diagonal in the wave labels, so a cutoff in \(\ell\) is one case among others. The definitions `truncated P U`, `unitarityDefect P U` and `leak P U` are \(A\), \(D\) and \(L\).

The main theorem, `unitarityDefect_posSemidef_and_eq_zero_iff`, states that \(D\) is positive semidefinite and that \(D=0\) if and only if `U * P = P * U`. The theorem `truncated_mul_forall_iff` states the equivalence for composition with every unitary \(V\). The two-wave example appears in `unitarityDefect_witness` for all real \(c,s\) with \(c^2+s^2=1\), and its defect is \(\operatorname{diag}(s^2,0)\).

Unitarity is assumed and not derived from an addition theorem; no Bessel functions or Gaunt coefficients enter. The model is a finite stand-in for the re-expansion of the regular waves \(j_\ell(kr)Y_{\ell m}\) at real nonzero \(k\), whose full matrix is unitary but infinite. Rescaling these waves by \(\ell\)-dependent factors can spoil the unitarity. For a nonzero displacement no cutoff at finite \(\ell\) leaves that matrix exactly unitary, so the two-wave matrix above is an algebraic illustration and not an actual translation. It does not describe the structure constants that re-expand outgoing waves in regular ones. For multiple-scattering and muffin-tin calculations, the result identifies, within this finite unitary model, \(L\) as the block of \(U\) that determines the defect \(D\) and, for a given second translation \(V\), the composition error \(L\,VP\) of an angular-momentum cutoff. The norm that \(A\) itself loses from a retained vector is set by the other block, \((1-P)UP\).

## How the proof follows the algebra

`unitarityDefect_eq_leak` proves \(D=LL^\dagger\). Its `calc` chain inserts \(UU^\dagger=1\) between two factors of \(P\), collects the difference with `noncomm_ring`, and then splits \(1-P\) into its square.

`trace_unitarityDefect_adjoint` proves \(\operatorname{tr}D'=\operatorname{tr}D\). It identifies the truncation of \(U^\dagger\) with \(A^\dagger\) and applies `Matrix.trace_mul_comm`. It needs no unitarity. `adjoint_mem_unitaryGroup` supplies the unitarity of \(U^\dagger\), which the main theorem uses to write \(D'\) as \(L'L'^\dagger\).

In the main theorem, positivity follows from `Matrix.posSemidef_self_mul_conjTranspose`. For the forward direction of the equivalence, `t1` and `t2` are the two vanishing traces, and `l1` and `l2` are the conclusions \(L=0\) and \(L'=0\). Taking the adjoint of `l2` gives `l3`. After rearrangement, `l1` and `l3` read \(PU=PUP\) and \(UP=PUP\), and the last rewrite joins them. The converse computes \(L=0\) from commutation.

`truncated_mul_sub` is the composition error formula. `truncated_mul_forall_iff` uses it in one direction; in the other it tests the law on `Uᴴ` and hands the resulting zero defect to the main theorem. The witness is checked entry by entry, with \(c^2+s^2=1\) used where the entries require it.

## What fails without unitarity or finite dimension

Without unitarity, a single wave is enough to break both claims. Take \(U=2\) and \(P=1\). They commute, yet \(D=1-4=-3\), which is neither zero nor positive semidefinite.

Without finite dimension, positivity survives but the equivalence can fail. Label an orthonormal basis \(e_k\) by all integers \(k\), let \(Ue_k=e_{k-1}\), and let \(P\) retain \(k\ge 0\). No discarded wave is carried into a retained one, so \(L=0\) and \(D=0\). But \(UPe_0=e_{-1}\) while \(PUe_0=0\), so \(U\) and \(P\) do not commute. Here the retained space is itself infinite, unlike that of a cutoff at finite \(\ell\), and the trace comparison is not available: \(\operatorname{tr}P\) diverges, while \(D=0\) and \(D'\) is the projection onto \(e_0\), with trace 1.
